# Triplet production on an electron at rest needs a photon energy of at least 4m

Let a photon of energy $w$ strike a free electron of mass $m>0$ at rest, and let three positive-energy particles of mass $m$ come out with the same total four-momentum. Then $w\ge 4m$, in units with $c=1$. If $w=4m$, the three outgoing four-momenta are equal. The bound is sharp: for a photon along the $z$ axis, every $w\ge 4m$ admits such a final state.

## The reaction and its energy budget

In triplet production, $\gamma e^-\to e^-e^-e^+$, the photon creates an electron–positron pair and the struck electron recoils. The new pair has rest energy $2m$, but the photon also brings momentum, which the final particles must carry away. At $w=4m$ the total energy is $5m$ and the total momentum is $4m$. Each outgoing particle then has energy $5m/3$ and momentum $4m/3$, so $2m$ of the photon's energy ends up as kinetic energy.

In a simulation of photon transport that treats atomic electrons as free and at rest, $4m$ is the energy below which this channel is closed.

## Four-momenta and the statement

Write a four-momentum as $p=(E_p,\mathbf p)$, with Minkowski product
$$p\cdot q=E_pE_q-\mathbf p\cdot\mathbf q .$$
In Lean, a `FourMomentum` is a function `Fin 4 → ℝ`: `p 0` is $E_p$, and `p 1`, `p 2`, `p 3` are the components of $\mathbf p$. The product is `mdot p q`, which fixes the signature $(+,-,-,-)$.

The condition `OnShell m p` says that $E_p>0$ and $p\cdot p=m^2$. A `TripletEvent m k p₁ p₂ p₃` consists of

- a photon $k$ with `OnShell 0 k`, so that it is null with positive energy, in any direction;
- three outgoing momenta $p_1,p_2,p_3$, each on the shell of mass $m$;
- the conservation law $k+e=p_1+p_2+p_3$, where $e=(m,\mathbf 0)$ is `electronAtRest m`.

The theorem `triplet_threshold` says that, for $m>0$, every such event has `4 * m ≤ k 0`, and that `k 0 = 4 * m` implies `p₁ = p₂ ∧ p₂ = p₃`. The theorem `momenta_at_threshold` adds that each outgoing momentum is then $(k+e)/3$. Finally, `triplet_possible_iff` says that for the photon `photonZ w`, with momentum $(w,0,0,w)$, outgoing momenta exist if and only if $w\ge 4m$.

This is kinematics only. The particles carry no charge or spin, no amplitude or cross section appears, and the binding of the target electron is neglected.

## Two momenta on one mass shell

Let $p$ and $q$ be on the shell of mass $m$, so $E_p^2=m^2+|\mathbf p|^2$ and $E_q^2=m^2+|\mathbf q|^2$. Expanding gives
$$\begin{aligned}
(E_pE_q)^2-(m^2+\mathbf p\cdot\mathbf q)^2
&=m^2\left(|\mathbf p|^2+|\mathbf q|^2-2\,\mathbf p\cdot\mathbf q\right)+|\mathbf p|^2|\mathbf q|^2-(\mathbf p\cdot\mathbf q)^2\\
&=m^2|\mathbf p-\mathbf q|^2+|\mathbf p\times\mathbf q|^2\ \ge 0 .
\end{aligned}$$
Put $X=E_pE_q>0$ and $Y=m^2+\mathbf p\cdot\mathbf q$. If $Y>X$, then $Y^2>X^2$, which contradicts the inequality. Hence $Y\le X$, which is
$$p\cdot q\ge m^2 .$$

If equality holds, then $X=Y$ and the sum of squares vanishes. Since $m>0$, this gives $\mathbf p=\mathbf q$. The shell conditions then give $E_p^2=E_q^2$, and positivity gives $E_p=E_q$. So $p=q$.

## From conservation to the threshold

Square both sides of $k+e=p_1+p_2+p_3$. With $k\cdot k=0$, $e\cdot e=m^2$ and $k\cdot e=mw$,
$$m^2+2mw=3m^2+2(p_1\cdot p_2+p_1\cdot p_3+p_2\cdot p_3),$$
and therefore
$$mw=m^2+p_1\cdot p_2+p_1\cdot p_3+p_2\cdot p_3\ \ge\ 4m^2 .$$
Dividing by $m$ gives $w\ge 4m$. If $w=4m$, the three products add up to $3m^2$ while each is at least $m^2$, so each equals $m^2$. By the equality case $p_1=p_2=p_3$, and conservation makes each of them $(k+e)/3$.

## A final state for every energy above threshold

Let the photon move along $z$. Give each outgoing particle energy $(w+m)/3$, longitudinal momentum $w/3$ and transverse momentum of length $t$. The shell condition requires
$$t^2=\frac{(w+m)^2-w^2}{9}-m^2=\frac{2m(w-4m)}{9},$$
which is nonnegative when $w\ge 4m$. Point the transverse momenta along $(1,0)$, $(-\tfrac12,\tfrac{\sqrt3}2)$ and $(-\tfrac12,-\tfrac{\sqrt3}2)$. These unit vectors add up to zero, so the total four-momentum is $(w+m,0,0,w)$, as required.

## Without positive energies the bound fails

Suppose an outgoing momentum may have negative energy. Take $w=m$ and
$$p_1=\left(\tfrac32m,\,m,\,0,\,\tfrac12m\right),\quad p_2=\left(\tfrac32m,\,-m,\,0,\,\tfrac12m\right),\quad p_3=(-m,0,0,0).$$
Each has square $m^2$, and their sum is $(2m,0,0,m)=k+e$, although $w<4m$. Moving $p_3$ to the other side shows what this describes: a photon absorbed by two particles of mass $m$ at rest, which is a different reaction.

## A moving target

The target could have been any on-shell electron momentum $p_e$ in place of $e$. The same squaring then gives the invariant condition $k\cdot p_e\ge 4m^2$. The photon energy alone would no longer decide: in a head-on collision with an electron of energy $E$ and momentum of magnitude $P$, the condition reads $w\ge 4m^2/(E+P)$, which is below $4m$ when $P>0$.

## The complete Lean file

```lean
import Mathlib

namespace TripletProduction

noncomputable section

/-- A real four-momentum: component 0 is the energy, components 1, 2, 3 the momentum (c = 1). -/
abbrev FourMomentum := Fin 4 → ℝ

/-- The Minkowski product with signature (+,-,-,-). -/
def mdot (p q : FourMomentum) : ℝ :=
  p 0 * q 0 - p 1 * q 1 - p 2 * q 2 - p 3 * q 3

/-- A positive-energy momentum on the mass shell of mass `m`. -/
structure OnShell (m : ℝ) (p : FourMomentum) : Prop where
  energy_pos : 0 < p 0
  shell : mdot p p = m ^ 2

/-- The four-momentum of an electron of mass `m` at rest. -/
def electronAtRest (m : ℝ) : FourMomentum := ![m, 0, 0, 0]

/-- The four-momentum of a photon of energy `w` moving along the z axis. -/
def photonZ (w : ℝ) : FourMomentum := ![w, 0, 0, w]

/-- A photon `k` hits an electron at rest, and three particles of the electron mass come out
with the same total four-momentum. -/
structure TripletEvent (m : ℝ) (k p₁ p₂ p₃ : FourMomentum) : Prop where
  photon : OnShell 0 k
  out₁ : OnShell m p₁
  out₂ : OnShell m p₂
  out₃ : OnShell m p₃
  conservation : k + electronAtRest m = p₁ + p₂ + p₃

/-- For two momenta on the same mass shell, the difference of the squares of `E₁ E₂` and `m² + p ·
q`, where `p · q` is the dot product of the spatial parts, is a sum of squares. -/
theorem shell_identity {m : ℝ} {p q : FourMomentum} (hp : OnShell m p) (hq : OnShell m q) :
    (p 0 * q 0) ^ 2 - (m ^ 2 + (p 1 * q 1 + p 2 * q 2 + p 3 * q 3)) ^ 2 =
      m ^ 2 * ((p 1 - q 1) ^ 2 + (p 2 - q 2) ^ 2 + (p 3 - q 3) ^ 2) +
      ((p 1 * q 2 - p 2 * q 1) ^ 2 + (p 1 * q 3 - p 3 * q 1) ^ 2 +
        (p 2 * q 3 - p 3 * q 2) ^ 2) := by
  have h1 := hp.shell
  have h2 := hq.shell
  unfold mdot at h1 h2
  linear_combination (q 0) ^ 2 * h1 + (m ^ 2 + p 1 ^ 2 + p 2 ^ 2 + p 3 ^ 2) * h2

/-- The Minkowski product of two positive-energy momenta of mass `m` is at least `m²`. -/
theorem mass_sq_le_mdot {m : ℝ} {p q : FourMomentum} (hp : OnShell m p) (hq : OnShell m q) :
    m ^ 2 ≤ mdot p q := by
  have g := shell_identity hp hq
  have hR : 0 ≤ m ^ 2 * ((p 1 - q 1) ^ 2 + (p 2 - q 2) ^ 2 + (p 3 - q 3) ^ 2) +
      ((p 1 * q 2 - p 2 * q 1) ^ 2 + (p 1 * q 3 - p 3 * q 1) ^ 2 +
        (p 2 * q 3 - p 3 * q 2) ^ 2) := by positivity
  rw [← g] at hR
  have hX : 0 < p 0 * q 0 := mul_pos hp.energy_pos hq.energy_pos
  -- both energies are positive, so the inequality of squares gives that of the products
  have hle : m ^ 2 + (p 1 * q 1 + p 2 * q 2 + p 3 * q 3) ≤ p 0 * q 0 := by
    by_contra hc
    have hlt := not_le.1 hc
    have hpos := mul_pos (sub_pos.2 hlt) (add_pos (hX.trans hlt) hX)
    linarith
  unfold mdot
  linarith

/-- If the Minkowski product of two positive-energy momenta of mass `m > 0` equals `m²`,
the momenta are equal. -/
theorem eq_of_mdot_eq {m : ℝ} (hm : 0 < m) {p q : FourMomentum}
    (hp : OnShell m p) (hq : OnShell m q) (h : mdot p q = m ^ 2) : p = q := by
  have g := shell_identity hp hq
  have hX : p 0 * q 0 = m ^ 2 + (p 1 * q 1 + p 2 * q 2 + p 3 * q 3) := by
    unfold mdot at h
    linarith
  rw [hX, sub_self] at g
  have hC : 0 ≤ (p 1 * q 2 - p 2 * q 1) ^ 2 + (p 1 * q 3 - p 3 * q 1) ^ 2 +
      (p 2 * q 3 - p 3 * q 2) ^ 2 := by positivity
  -- the spatial momenta agree because their squared distance vanishes
  have hD : (p 1 - q 1) ^ 2 + (p 2 - q 2) ^ 2 + (p 3 - q 3) ^ 2 ≤ 0 := by
    by_contra hc
    have hpos := mul_pos (pow_pos hm 2) (not_le.1 hc)
    linarith
  have s1 := sq_nonneg (p 1 - q 1)
  have s2 := sq_nonneg (p 2 - q 2)
  have s3 := sq_nonneg (p 3 - q 3)
  have h1 : p 1 = q 1 :=
    sub_eq_zero.1 ((pow_eq_zero_iff two_ne_zero).1 (le_antisymm (by linarith) s1))
  have h2 : p 2 = q 2 :=
    sub_eq_zero.1 ((pow_eq_zero_iff two_ne_zero).1 (le_antisymm (by linarith) s2))
  have h3 : p 3 = q 3 :=
    sub_eq_zero.1 ((pow_eq_zero_iff two_ne_zero).1 (le_antisymm (by linarith) s3))
  -- the energies then agree by the mass-shell condition
  have h0 : p 0 = q 0 := by
    have a := hp.shell
    have b := hq.shell
    unfold mdot at a b
    rw [h1, h2, h3] at a
    have hz : (p 0 - q 0) * (p 0 + q 0) = 0 := by linear_combination a - b
    have hs : p 0 + q 0 ≠ 0 := (add_pos hp.energy_pos hq.energy_pos).ne'
    exact sub_eq_zero.1 ((mul_eq_zero.1 hz).resolve_right hs)
  funext i
  fin_cases i
  exacts [h0, h1, h2, h3]

/-- Squaring four-momentum conservation expresses `m` times the photon energy through `m²` and the
pairwise products of the final momenta. -/
theorem photon_energy_relation {m : ℝ} {k p₁ p₂ p₃ : FourMomentum}
    (h : TripletEvent m k p₁ p₂ p₃) :
    m * k 0 = m ^ 2 + mdot p₁ p₂ + mdot p₁ p₃ + mdot p₂ p₃ := by
  have e0 : electronAtRest m 0 = m := rfl
  have e1 : electronAtRest m 1 = 0 := rfl
  have e2 : electronAtRest m 2 = 0 := rfl
  have e3 : electronAtRest m 3 = 0 := rfl
  have hL : mdot (k + electronAtRest m) (k + electronAtRest m) =
      mdot k k + 2 * m * k 0 + m ^ 2 := by
    simp only [mdot, Pi.add_apply, e0, e1, e2, e3]
    ring
  have hR : mdot (p₁ + p₂ + p₃) (p₁ + p₂ + p₃) = mdot p₁ p₁ + mdot p₂ p₂ + mdot p₃ p₃ +
      2 * (mdot p₁ p₂ + mdot p₁ p₃ + mdot p₂ p₃) := by
    simp only [mdot, Pi.add_apply]
    ring
  rw [h.conservation, hR, h.photon.shell, h.out₁.shell, h.out₂.shell, h.out₃.shell] at hL
  linarith

/-- Triplet production threshold: the photon energy is at least `4m`, and if it equals `4m`
the three final momenta are equal. -/
theorem triplet_threshold {m : ℝ} (hm : 0 < m) {k p₁ p₂ p₃ : FourMomentum}
    (h : TripletEvent m k p₁ p₂ p₃) :
    4 * m ≤ k 0 ∧ (k 0 = 4 * m → p₁ = p₂ ∧ p₂ = p₃) := by
  have hrel := photon_energy_relation h
  have h12 := mass_sq_le_mdot h.out₁ h.out₂
  have h13 := mass_sq_le_mdot h.out₁ h.out₃
  have h23 := mass_sq_le_mdot h.out₂ h.out₃
  refine ⟨le_of_mul_le_mul_left (by linarith) hm, fun hk => ?_⟩
  -- at threshold each of the three pair products is forced to its minimum
  rw [hk] at hrel
  exact ⟨eq_of_mdot_eq hm h.out₁ h.out₂ (by linarith),
    eq_of_mdot_eq hm h.out₂ h.out₃ (by linarith)⟩

/-- At photon energy `4m` each final particle carries one third of the total four-momentum. -/
theorem momenta_at_threshold {m : ℝ} (hm : 0 < m) {k p₁ p₂ p₃ : FourMomentum}
    (h : TripletEvent m k p₁ p₂ p₃) (hk : k 0 = 4 * m) :
    p₁ = (1 / 3 : ℝ) • (k + electronAtRest m) ∧ p₂ = (1 / 3 : ℝ) • (k + electronAtRest m) ∧
      p₃ = (1 / 3 : ℝ) • (k + electronAtRest m) := by
  obtain ⟨h12, h23⟩ := (triplet_threshold hm h).2 hk
  rw [h.conservation, h12, h23]
  have h3 : p₃ = (1 / 3 : ℝ) • (p₃ + p₃ + p₃) := by module
  exact ⟨h3, h3, h3⟩

/-- A final momentum with one third of the total energy and longitudinal momentum, and
transverse momentum along the direction `(c, s)`. -/
def leg (m w c s : ℝ) : FourMomentum :=
  ![(w + m) / 3, √(2 * m * (w - 4 * m)) / 3 * c, √(2 * m * (w - 4 * m)) / 3 * s, w / 3]

/-- For `w ≥ 4m` and a unit transverse direction, `leg` is a positive-energy momentum
of mass `m`. -/
theorem leg_onShell {m w c s : ℝ} (hm : 0 < m) (hw : 4 * m ≤ w) (hcs : c ^ 2 + s ^ 2 = 1) :
    OnShell m (leg m w c s) := by
  have hr : √(2 * m * (w - 4 * m)) ^ 2 = 2 * m * (w - 4 * m) :=
    Real.sq_sqrt (mul_nonneg (by linarith) (by linarith))
  constructor
  · show 0 < (w + m) / 3
    linarith
  · show (w + m) / 3 * ((w + m) / 3)
      - √(2 * m * (w - 4 * m)) / 3 * c * (√(2 * m * (w - 4 * m)) / 3 * c)
      - √(2 * m * (w - 4 * m)) / 3 * s * (√(2 * m * (w - 4 * m)) / 3 * s)
      - w / 3 * (w / 3) = m ^ 2
    linear_combination (-(c ^ 2 + s ^ 2) / 9) * hr - (2 * m * (w - 4 * m) / 9) * hcs

/-- For a photon of energy `w` along the z axis, a triplet final state exists exactly when
`w ≥ 4m`. -/
theorem triplet_possible_iff {m w : ℝ} (hm : 0 < m) :
    (∃ p₁ p₂ p₃, TripletEvent m (photonZ w) p₁ p₂ p₃) ↔ 4 * m ≤ w := by
  constructor
  · rintro ⟨p₁, p₂, p₃, h⟩
    exact (triplet_threshold hm h).1
  · intro hw
    have h3 : √(3 : ℝ) ^ 2 = 3 := Real.sq_sqrt (by norm_num)
    -- three transverse momenta of equal length at 120 degrees to each other
    refine ⟨leg m w 1 0, leg m w (-1 / 2) (√3 / 2), leg m w (-1 / 2) (-√3 / 2),
      ⟨?_, ?_⟩, leg_onShell hm hw (by norm_num),
      leg_onShell hm hw (by linear_combination h3 / 4),
      leg_onShell hm hw (by linear_combination h3 / 4), ?_⟩
    · show 0 < w
      linarith
    · show w * w - 0 * 0 - 0 * 0 - w * w = (0 : ℝ) ^ 2
      ring
    · funext i
      fin_cases i
      · show w + m = (w + m) / 3 + (w + m) / 3 + (w + m) / 3
        ring
      · show (0 : ℝ) + 0 = √(2 * m * (w - 4 * m)) / 3 * 1
          + √(2 * m * (w - 4 * m)) / 3 * (-1 / 2) + √(2 * m * (w - 4 * m)) / 3 * (-1 / 2)
        ring
      · show (0 : ℝ) + 0 = √(2 * m * (w - 4 * m)) / 3 * 0
          + √(2 * m * (w - 4 * m)) / 3 * (√3 / 2) + √(2 * m * (w - 4 * m)) / 3 * (-√3 / 2)
        ring
      · show w + 0 = w / 3 + w / 3 + w / 3
        ring

end

end TripletProduction
```

```lean
#print axioms TripletProduction.triplet_threshold
#print axioms TripletProduction.momenta_at_threshold
#print axioms TripletProduction.triplet_possible_iff
```

```
'TripletProduction.triplet_threshold' depends on axioms: [propext, Classical.choice, Quot.sound]
'TripletProduction.momenta_at_threshold' depends on axioms: [propext, Classical.choice, Quot.sound]
'TripletProduction.triplet_possible_iff' depends on axioms: [propext, Classical.choice, Quot.sound]
```

## How the proof follows the derivation

**The pair inequality.** `shell_identity` is the sum-of-squares identity, with the cross product written in components. Its `linear_combination` uses the two shell equations, multiplied by $E_q^2$ and $m^2+|\mathbf p|^2$, to eliminate the energies. In `mass_sq_le_mdot`, `positivity` shows that the right-hand side is nonnegative. The step from squares to products goes by contradiction: if $Y>X$, then $(Y-X)(Y+X)>0$, which `linarith` refutes.

**The equality case.** `eq_of_mdot_eq` sets the left-hand side of the identity to zero. The hypothesis $m>0$ then forces $|\mathbf p-\mathbf q|^2\le 0$, and each spatial component agrees. For the energies, the proof factors $E_p^2-E_q^2$ as $(E_p-E_q)(E_p+E_q)$ and uses that the second factor is not zero.

**The threshold.** `photon_energy_relation` expands the squares of the two sides of the conservation law separately, as `hL` and `hR`, and then inserts the law and the four shell conditions. `triplet_threshold` applies the pair inequality three times and cancels the positive factor $m$ with `le_of_mul_le_mul_left`. At $w=4m$, `linarith` obtains $p_1\cdot p_2=m^2$ and $p_2\cdot p_3=m^2$ from the relation and the three lower bounds; these two equalities suffice. `momenta_at_threshold` substitutes the equal momenta into the conservation law.

**The converse.** `leg m w c s` is the outgoing momentum built above, with transverse direction $(c,s)$. `leg_onShell` checks its energy and mass for $c^2+s^2=1$; the assumption $w\ge 4m$ makes the energy positive and supplies the nonnegative argument that `Real.sq_sqrt` needs. In `triplet_possible_iff`, one direction is the threshold theorem. The other supplies the three legs at 120 degrees and checks conservation component by component.
